# At one loop a running mass follows a fixed power of the running coupling: α^(-9/4) in QED with one charged fermion

Let μ be the renormalization scale, measured in units of some fixed scale, and let t = ln μ. Consider a gauge theory with a single coupling a(t) > 0, proportional to the squared charge, and a fermion mass m(t). Both are defined in a mass-independent scheme such as minimal subtraction, and their values depend on the scale. The problem is to obtain both at a scale t from their values at a reference scale t₀. At one loop they obey

a' = b a²

m' = -c a m

where the prime is d/dt, and b and c are real constants fixed by the gauge group, the particle content and the normalization of a. At this order they are the same in all mass-independent schemes.

Three conventions matter when comparing with other sources:

- In QED, a is the fine-structure coupling α itself. The letter a often stands for α/π or α/(4π) elsewhere, which rescales b and c.
- A positive b means that the coupling grows with μ. Many QCD texts define their leading coefficient with the opposite sign.
- If the evolution variable is ln μ² instead of ln μ, both b and c are halved. Their ratio is unchanged.

For QED with a single Dirac fermion of unit charge, b = 2/(3π) and c = 3/(2π). The first constant comes from the vacuum polarization due to the fermion, the second from the fermion's self-energy, with the mass defined by minimal subtraction.

## Coupling and mass at two scales

For any two scales t₀ and t in an interval where the flow equations hold, the inverse coupling is linear in the logarithm of the scale:

1/a(t) = 1/a(t₀) - b (t - t₀)

If b ≠ 0, the product m a^(c/b) has the same value at both scales, so

m(t) = m(t₀) (a(t)/a(t₀))^(-c/b)

With the QED constants this becomes

m(t) = m(t₀) (α(t)/α(t₀))^(-9/4)

In terms of the factor

u(t) = 1 - b a(t₀) (t - t₀)

the solution is a(t) = a(t₀)/u(t) and m(t) = m(t₀) u(t)^(c/b). If b = 0, the coupling is constant and the mass is exponential in t.

## Evolution routines and integrator drift

A code that evolves such a coupling and mass at one loop with fixed particle content can use these formulas in place of numerical integration. If it integrates the two equations anyway, for instance because higher-order terms can be switched on, the one-loop setting provides two quantities to monitor: 1/a + b t and, for b ≠ 0, m a^(c/b). Drift in either one along a run signals numerical error or a fault in the code.

The two quantities detect different faults. Suppose that a routine steps in ln μ² but keeps the coefficients meant for ln μ. Both right-hand sides are then wrong by the same factor, and m a^(c/b) stays constant although the coupling at a given μ is wrong. Comparing 1/a with the straight line in ln μ exposes the fault.

The explicit formulas also need a range check. For b ≠ 0 the factor u vanishes at t = t₀ + 1/(b a(t₀)), the one-loop Landau pole, which lies above t₀ if b > 0 and below t₀ if b < 0. A routine should confirm that u > 0 before it divides by u or raises it to a power.

## Two combinations with zero derivative

A function f with f' = 0 throughout an interval is constant there, since the mean value inequality gives

|f(t) - f(s)| ≤ 0 · |t - s| = 0

**Coupling.** Since a > 0, the inverse 1/a is differentiable, and

(1/a + b t)' = -a'/a² + b = -b a²/a² + b = 0

Hence 1/a(t) + b t = 1/a(t₀) + b t₀, which rearranges to the linear law.

**Mass.** For b ≠ 0, the product rule and the flow equations give

(m a^(c/b))' = m' a^(c/b) + m (c/b) a^(c/b - 1) a'

= -c m a^(c/b + 1) + (c/b) b m a^(c/b + 1) = 0

Hence m(t) a(t)^(c/b) = m(t₀) a(t₀)^(c/b). Dividing by the positive number a(t)^(c/b) gives the power law.

**Explicit form.** Multiplying the linear law by a(t₀) gives

a(t₀)/a(t) = 1 - b a(t₀) (t - t₀) = u(t)

and the power law becomes m(t) = m(t₀) u(t)^(c/b).

**QED exponent.** Here c/b = (3/(2π)) · (3π/2) = 9/4.

**Converse.** Let b ≠ 0, choose a₀ > 0 and any real m₀, and set u(t) = 1 - b a₀ (t - t₀), so that u' = -b a₀. Where u > 0, the functions a = a₀/u and m = m₀ u^(c/b) satisfy

a' = -a₀ u'/u² = b a₀²/u² = b a²

m' = m₀ (c/b) u^(c/b - 1) (-b a₀) = -c (a₀/u) m₀ u^(c/b) = -c a m

The region u > 0 is an interval because u is affine: for weights p, q ≥ 0 with p + q = 1, u(p x + q y) = p u(x) + q u(y), which is positive when u(x) and u(y) are.

**Constant coupling.** If b = 0, then a' = 0 and a(t) = a(t₀) throughout. Therefore

(m exp(c a(t₀) (t - t₀)))' = (-c a(t₀) m + c a(t₀) m) exp(c a(t₀) (t - t₀)) = 0

and m(t) = m(t₀) exp(-c a(t₀) (t - t₀)).

## The flow and its solutions in Lean

```lean
import Mathlib

open Set

namespace OneLoopRunning

noncomputable section

/-- One-loop renormalization group flow on an interval `I` of `t = ln μ`: a positive coupling `a`
with `a' = b a²` and a running mass `m` with `m' = -c a m`. -/
structure IsOneLoopFlow (b c : ℝ) (I : Set ℝ) (a m : ℝ → ℝ) : Prop where
  interval : Convex ℝ I
  pos : ∀ t ∈ I, 0 < a t
  coupling : ∀ t ∈ I, HasDerivWithinAt a (b * a t ^ 2) I t
  mass : ∀ t ∈ I, HasDerivWithinAt m (-(c * a t * m t)) I t

/-- The factor `1 - b a₀ (t - t₀)` built from the coupling `a₀` at the reference scale `t₀`. -/
def runningFactor (b a₀ t₀ t : ℝ) : ℝ := 1 - b * a₀ * (t - t₀)

/-- A quantity whose scale derivative vanishes on an interval is a renormalization group
invariant: it has the same value at any two scales of the interval. -/
theorem eq_of_deriv_zero {I : Set ℝ} (hI : Convex ℝ I) {f : ℝ → ℝ}
    (hf : ∀ t ∈ I, HasDerivWithinAt f 0 I t) {s t : ℝ} (hs : s ∈ I) (ht : t ∈ I) :
    f t = f s := by
  have h := hI.norm_image_sub_le_of_norm_hasDerivWithin_le (f' := fun _ => (0 : ℝ)) (C := 0)
    hf (fun x _ => by simp) hs ht
  rw [zero_mul] at h
  exact sub_eq_zero.mp (norm_le_zero_iff.mp h)

variable {b c t₀ t : ℝ} {I : Set ℝ} {a m : ℝ → ℝ}

/-- Along a one-loop flow the inverse coupling is linear in the logarithm of the scale. -/
theorem inv_coupling_running (h : IsOneLoopFlow b c I a m) (h₀ : t₀ ∈ I) (ht : t ∈ I) :
    1 / a t = 1 / a t₀ - b * (t - t₀) := by
  -- the combination 1/a + b t does not run
  have hf : ∀ x ∈ I, HasDerivWithinAt (fun y => (a y)⁻¹ + b * y) 0 I x := by
    intro x hx
    have ha : a x ≠ 0 := (h.pos x hx).ne'
    have h1 : HasDerivWithinAt (fun y => (a y)⁻¹) (-(b * a x ^ 2) / a x ^ 2) I x :=
      (h.coupling x hx).inv ha
    have h2 : HasDerivWithinAt (fun y => b * y) b I x :=
      ((hasDerivWithinAt_id x I).const_mul b).congr_deriv (mul_one b)
    refine (h1.add h2).congr_deriv ?_
    rw [neg_div, mul_div_assoc, div_self (pow_ne_zero 2 ha), mul_one, neg_add_cancel]
  have key : (a t)⁻¹ + b * t = (a t₀)⁻¹ + b * t₀ := eq_of_deriv_zero h.interval hf h₀ ht
  rw [one_div, one_div]
  linear_combination key

/-- For `b ≠ 0` the product `m a^(c/b)` is the same at all scales of a one-loop flow. -/
theorem mass_invariant (h : IsOneLoopFlow b c I a m) (hb : b ≠ 0) (h₀ : t₀ ∈ I) (ht : t ∈ I) :
    m t * a t ^ (c / b) = m t₀ * a t₀ ^ (c / b) := by
  have hf : ∀ x ∈ I, HasDerivWithinAt (fun y => m y * a y ^ (c / b)) 0 I x := by
    intro x hx
    have ha : a x ≠ 0 := (h.pos x hx).ne'
    have hP : a x ^ (c / b) = a x ^ (c / b - 1) * a x := by
      rw [Real.rpow_sub_one ha, div_mul_cancel₀ _ ha]
    have e1 : b * (c / b) = c := by field_simp
    -- the running of the mass cancels against that of the coupling
    refine ((h.mass x hx).mul ((h.coupling x hx).rpow_const (Or.inl ha))).congr_deriv ?_
    linear_combination (-(c * a x * m x)) * hP + m x * a x ^ 2 * a x ^ (c / b - 1) * e1
  exact eq_of_deriv_zero h.interval hf h₀ ht

/-- For `b ≠ 0` the running mass is proportional to the power `-c/b` of the running coupling. -/
theorem mass_power_law (h : IsOneLoopFlow b c I a m) (hb : b ≠ 0) (h₀ : t₀ ∈ I) (ht : t ∈ I) :
    m t = m t₀ * (a t / a t₀) ^ (-(c / b)) := by
  have p := h.pos t ht
  have p₀ := h.pos t₀ h₀
  rw [Real.rpow_neg (div_pos p p₀).le, Real.div_rpow p.le p₀.le, inv_div, ← mul_div_assoc,
    eq_div_iff (Real.rpow_pos_of_pos p _).ne']
  exact mass_invariant h hb h₀ ht

/-- One-loop QED with a single charged fermion, `b = 2/(3π)` and `c = 3/(2π)`: the running mass
is proportional to `α^(-9/4)`. -/
theorem qed_mass_power_law {α : ℝ → ℝ}
    (h : IsOneLoopFlow (2 / (3 * Real.pi)) (3 / (2 * Real.pi)) I α m)
    (h₀ : t₀ ∈ I) (ht : t ∈ I) :
    m t = m t₀ * (α t / α t₀) ^ (-(9 / 4) : ℝ) := by
  have hπ := Real.pi_pos
  have e : 3 / (2 * Real.pi) / (2 / (3 * Real.pi)) = 9 / 4 := by
    rw [div_div_div_eq, div_eq_div_iff (by positivity) (by norm_num)]
    ring
  have key := mass_power_law h (by positivity) h₀ ht
  rwa [e] at key

/-- For `b ≠ 0` the running mass as an explicit function of the logarithm of the scale:
`m(t) = m(t₀) (1 - b a(t₀) (t - t₀))^(c/b)`. -/
theorem mass_explicit (h : IsOneLoopFlow b c I a m) (hb : b ≠ 0) (h₀ : t₀ ∈ I) (ht : t ∈ I) :
    m t = m t₀ * runningFactor b (a t₀) t₀ t ^ (c / b) := by
  have p := h.pos t ht
  have p₀ := h.pos t₀ h₀
  -- the factor is the ratio of the couplings at the two scales
  have ratio : runningFactor b (a t₀) t₀ t = a t₀ / a t := by
    have e : a t₀ * (1 / a t₀) = 1 := mul_one_div_cancel p₀.ne'
    rw [div_eq_mul_one_div, inv_coupling_running h h₀ ht, runningFactor]
    linear_combination -e
  rw [ratio, Real.div_rpow p₀.le p.le, ← mul_div_assoc,
    eq_div_iff (Real.rpow_pos_of_pos p _).ne']
  exact mass_invariant h hb h₀ ht

/-- Conversely, for `b ≠ 0` and `a₀ > 0` the explicit formulas for coupling and mass solve the
one-loop flow equations on the interval where `1 - b a₀ (t - t₀)` is positive. -/
theorem explicit_flow_witness (hb : b ≠ 0) {a₀ : ℝ} (ha₀ : 0 < a₀) (m₀ c t₀ : ℝ) :
    IsOneLoopFlow b c {t | 0 < runningFactor b a₀ t₀ t}
      (fun t => a₀ / runningFactor b a₀ t₀ t)
      (fun t => m₀ * runningFactor b a₀ t₀ t ^ (c / b)) := by
  have hu : ∀ (J : Set ℝ) (x : ℝ),
      HasDerivWithinAt (runningFactor b a₀ t₀) (-(b * a₀)) J x := fun J x =>
    ((((hasDerivWithinAt_id x J).sub_const t₀).const_mul (b * a₀)).const_sub 1).congr_deriv
      (by ring)
  refine ⟨?_, fun x hx => div_pos ha₀ hx, fun x hx => ?_, fun x hx => ?_⟩
  · intro x hx y hy p q hp hq hpq
    have hx' : 0 < runningFactor b a₀ t₀ x := hx
    have hy' : 0 < runningFactor b a₀ t₀ y := hy
    have key : runningFactor b a₀ t₀ (p • x + q • y)
        = p * runningFactor b a₀ t₀ x + q * runningFactor b a₀ t₀ y := by
      simp only [runningFactor, smul_eq_mul]
      linear_combination (-(1 + b * a₀ * t₀)) * hpq
    show 0 < runningFactor b a₀ t₀ (p • x + q • y)
    rw [key]
    rcases hp.eq_or_lt with h0 | h0
    · have hq1 : q = 1 := by linarith
      rw [← h0, hq1, zero_mul, zero_add, one_mul]
      exact hy'
    · exact add_pos_of_pos_of_nonneg (mul_pos h0 hx') (mul_nonneg hq hy'.le)
  · have hne : runningFactor b a₀ t₀ x ≠ 0 := ne_of_gt hx
    refine ((hasDerivWithinAt_const x _ a₀).div (hu _ x) hne).congr_deriv ?_
    rw [div_pow]
    ring
  · have hne : runningFactor b a₀ t₀ x ≠ 0 := ne_of_gt hx
    have e1 : b * (c / b) = c := by field_simp
    refine (((hu _ x).rpow_const (Or.inl hne)).const_mul m₀).congr_deriv ?_
    rw [Real.rpow_sub_one hne]
    linear_combination (-(m₀ * a₀ * runningFactor b a₀ t₀ x ^ (c / b)
      / runningFactor b a₀ t₀ x)) * e1

/-- For `b = 0` the coupling does not run, and the mass is exponential in the logarithm of the
scale. -/
theorem fixed_coupling (h : IsOneLoopFlow 0 c I a m) (h₀ : t₀ ∈ I) (ht : t ∈ I) :
    a t = a t₀ ∧ m t = m t₀ * Real.exp (-(c * a t₀ * (t - t₀))) := by
  have ha : ∀ x ∈ I, a x = a t₀ := fun x hx =>
    eq_of_deriv_zero h.interval
      (fun y hy => (h.coupling y hy).congr_deriv (zero_mul _)) h₀ hx
  refine ⟨ha t ht, ?_⟩
  have hf : ∀ x ∈ I,
      HasDerivWithinAt (fun y => m y * Real.exp (c * a t₀ * (y - t₀))) 0 I x := by
    intro x hx
    have hE : HasDerivWithinAt (fun y => Real.exp (c * a t₀ * (y - t₀)))
        (Real.exp (c * a t₀ * (x - t₀)) * (c * a t₀ * 1)) I x :=
      (((hasDerivWithinAt_id x I).sub_const t₀).const_mul (c * a t₀)).exp
    refine ((h.mass x hx).mul hE).congr_deriv ?_
    rw [ha x hx]
    ring
  have key : m t * Real.exp (c * a t₀ * (t - t₀)) = m t₀ * Real.exp (c * a t₀ * (t₀ - t₀)) :=
    eq_of_deriv_zero h.interval hf h₀ ht
  rw [sub_self, mul_zero, Real.exp_zero, mul_one] at key
  rw [← key, mul_assoc, ← Real.exp_add, add_neg_cancel, Real.exp_zero, mul_one]

end

end OneLoopRunning
```

```lean
#print axioms OneLoopRunning.qed_mass_power_law
-- 'OneLoopRunning.qed_mass_power_law' depends on axioms: [propext, Classical.choice, Quot.sound]
#print axioms OneLoopRunning.mass_explicit
-- 'OneLoopRunning.mass_explicit' depends on axioms: [propext, Classical.choice, Quot.sound]
#print axioms OneLoopRunning.fixed_coupling
-- 'OneLoopRunning.fixed_coupling' depends on axioms: [propext, Classical.choice, Quot.sound]
```

## What a one-loop flow means in the code

The statement `IsOneLoopFlow b c I a m` says that the functions `a` and `m` form a one-loop flow on the set `I` of values of t. Its four fields are the following:

- `interval` says that `I` is convex, which for a set of real numbers means that it is an interval, bounded or not.
- `pos` says that the coupling is positive on `I`.
- `coupling` and `mass` are the two differential equations.

Both functions are defined on the whole real line, but nothing is required of them away from `I`. The derivatives are taken within `I`, so an endpoint that belongs to the interval needs only a one-sided derivative. This suits evolution between two particle thresholds. An interval consisting of one point is allowed: the differential equations then impose nothing, and the results reduce to t = t₀.

The mass may be positive, negative or zero, and c may have any sign. Neither conserved combination is assumed in the structure.

The theorems correspond to the formulas as follows:

- `inv_coupling_running` is the linear law for 1/a, for every real b.
- `mass_invariant` and `mass_power_law` are the constancy of m a^(c/b) and the solution for m, both for b ≠ 0.
- `qed_mass_power_law` has the two QED constants inserted and the exponent -9/4.
- `mass_explicit` gives the mass for b ≠ 0 through `runningFactor`, which is u above.
- `explicit_flow_witness` is the converse: for b ≠ 0 the explicit functions form a flow wherever u > 0. This region contains t₀, where u = 1, so flows with any positive initial coupling exist.
- `fixed_coupling` treats b = 0.

The condition b ≠ 0 matters because Lean sets `c / 0` to 0. At b = 0 the invariant would then read "m is constant", which is false on an interval of more than one point if c and m(t₀) are nonzero.

## From vanishing derivatives to the power law

The lemma `eq_of_deriv_zero` applies Mathlib's mean value inequality on convex sets with the derivative bound `C := 0`. The difference of the two function values then has norm at most zero, so it vanishes. The conservation laws and the case b = 0 all rest on this lemma.

In `inv_coupling_running`, the facts `h1` and `h2` are the derivatives of 1/a and b t. Their sum is simplified to zero using a ≠ 0, and `linear_combination key` rearranges the resulting equality into the linear law.

In `mass_invariant`, the product rule is combined with the derivative of a real power. The fact `hP` splits a^(c/b) into a^(c/b - 1) · a, and `e1` states that b (c/b) = c. With these two identities, `linear_combination` carries out the cancellation shown in the derivation. The theorem `mass_power_law` then divides by the positive power of a(t), and `qed_mass_power_law` computes the ratio of the constants in `e`.

In `mass_explicit`, the step `ratio` identifies u(t) with a(t₀)/a(t) by means of the linear law, after which the invariant gives the result.

For the converse, `hu` records u' = -b a₀, and the four fields of the structure are checked in turn. The convexity argument separates p = 0, where q = 1 and the value is u(y), from p > 0, where p u(x) is already positive. The two differential equations follow from the quotient rule and the power rule.

In `fixed_coupling`, the zero-derivative lemma is used twice: first for a, then for m multiplied by the growing or decaying exponential that compensates its running.

## Loop order, thresholds and rounding

The theorems concern exact real solutions of the two differential equations. The step from there to a physical theory is the claim that its renormalized coupling and mass obey these equations with the stated b and c. That claim comes from a one-loop calculation and a truncation of the perturbation series, and it enters here as a hypothesis. The exponent -9/4 therefore belongs to one-loop running with a single charged fermion. Further charged particles change b, and higher-loop terms change the equations themselves.

The constants b and c are also fixed along the whole interval. A code that changes the particle content at a threshold has to apply the formulas separately on each side and supply its own matching conditions for a and m.

Within a single interval, positivity of the coupling and the linear law together imply u(t) > 0. A flow in the sense of `IsOneLoopFlow` that contains t₀ therefore cannot reach the Landau pole, and values computed beyond it have no support from these theorems.

Floating-point evaluation and the step error of an integrator are separate matters. The theorems supply the exact values against which such errors can be measured.
